# Spectral moments of a finite Lehmann Green's function from nested commutators

Take one fermionic level of energy \(\varepsilon\), with states empty (0) and filled (1). The annihilation operator \(c\) has the single nonzero element \(c_{01}=1\), and \(H=\mathrm{diag}(0,\varepsilon)\). Then \(cH-Hc=\varepsilon c\): each commutator with \(H\) produces one factor of the transition energy. For occupation \(f\), the weights \(1-f\) and \(f\) add to one, so

\[
G(z)=\frac{1}{z-\varepsilon}=\frac1z+\frac{\varepsilon}{z^2}+\frac{\varepsilon^2}{z^3}+\cdots\qquad(|z|>|\varepsilon|),
\]

and the coefficient \(\varepsilon^k\) is the average of the anticommutator of \(c^\dagger\) with the \(k\)-fold commutator.

## The identity for many levels

Let \(H=\mathrm{diag}(E_n)\) and \(\rho=\mathrm{diag}(p_n)\) have real entries, let \(c\) be any complex matrix, and write \(L(X)=XH-HX\) and \(\omega_{mn}=E_n-E_m\). For every \(k\ge 0\), with \(0^0=1\),

\[
M_k:=\sum_{m,n}(p_m+p_n)|c_{mn}|^2\omega_{mn}^k=\mathrm{Tr}\big(\rho\{L^k(c),c^\dagger\}\big).
\]

## High-frequency tails in a code

For a finite-dimensional model in grand-canonical equilibrium, let \(H\) include the term \(-\mu N\), with chemical potential \(\mu\) and particle number \(N\), and let \(G\) be the function \(G_c\) defined in the next section. A code that stores \(G\) at finitely many Matsubara frequencies can extend it to frequencies with \(|z|\) well above every \(|\omega_{mn}|\) by a truncated sum of the terms \(M_k/z^{k+1}\). Given \(\rho\), the trace supplies these coefficients without a sum over transitions; an exact-diagonalisation code can compare both sides.

## From matrix elements to the tail

Since \(H\) is diagonal, \(L(X)_{mn}=X_{mn}E_n-E_mX_{mn}=\omega_{mn}X_{mn}\). Repeating this gives \(L^k(c)_{mn}=\omega_{mn}^k c_{mn}\).

For any matrix \(A\),

\[
\mathrm{Tr}(\rho\{A,c^\dagger\})=\sum_{m,n}p_mA_{mn}c_{mn}^*+\sum_{m,n}p_mc_{nm}^*A_{nm}.
\]

Exchanging the labels in the second sum gives \(\sum_{m,n}(p_m+p_n)A_{mn}c_{mn}^*\). Setting \(A=L^k(c)\) proves the identity. Because \(\omega_{mn}\) is real, its powers can also be shared between the operators:
\(\mathrm{Tr}(\rho\{L^{j+k}(c),c^\dagger\})=\mathrm{Tr}(\rho\{L^j(c),L^k(c)^\dagger\})\).

Now define

\[
G_A(z)=\sum_{m,n}\frac{(p_m+p_n)A_{mn}c_{mn}^*}{z-\omega_{mn}}.
\]

Away from the transition energies, \(z/(z-\omega)=1+\omega/(z-\omega)\), hence

\[
zG_A(z)=\mathrm{Tr}(\rho\{A,c^\dagger\})+G_{L(A)}(z).
\]

With \(A=L^K(c)\), the first term on the right is \(M_K\). Dividing by \(z^{K+1}\) turns the remainder at order \(K\) into one more moment and the next remainder. Starting from \(K=0\),

\[
G_c(z)=\sum_{k=0}^{K-1}\frac{M_k}{z^{k+1}}+\frac{G_{L^K(c)}(z)}{z^K}.
\]

Multiplying the last term by \(z^{K+1}\) leaves \(zG_{L^K(c)}(z)\). Each term of the double sum, with numerator \(x\) and transition energy \(\omega\), contributes \(xz/(z-\omega)\to x\) as \(|z|\to\infty\), and the finite sum of these limits is \(M_K\).

If \(\{c,c^\dagger\}=1\) and \(\sum_n p_n=1\), then \(M_0=\mathrm{Tr}\,\rho=1\).

## The Lean file

```lean
import Mathlib

open Matrix Filter Bornology Topology

namespace HighFrequencyMoments

noncomputable section

variable {ι : Type*} [Fintype ι] [DecidableEq ι]

/-- The Hamiltonian with energies `E n`, written in its eigenbasis. -/
def ham (E : ι → ℝ) : Matrix ι ι ℂ := Matrix.diagonal fun n => (E n : ℂ)

/-- The commutator `L(X) = X H - H X` of an operator with the Hamiltonian. -/
def liouville (E : ι → ℝ) (X : Matrix ι ι ℂ) : Matrix ι ι ℂ :=
  X * ham E - ham E * X

/-- The average `Tr(ρ {A, B})` of an anticommutator, where `ρ` is diagonal with weights `p n`. -/
def anticommAvg (p : ι → ℝ) (A B : Matrix ι ι ℂ) : ℂ :=
  Matrix.trace (Matrix.diagonal (fun n => (p n : ℂ)) * (A * B + B * A))

/-- The `k`-th moment of the spectral function of `c`: each transition energy `E n - E m`,
raised to the power `k`, is weighted by `(p m + p n) |c m n|²`. -/
def moment (E p : ι → ℝ) (c : Matrix ι ι ℂ) (k : ℕ) : ℝ :=
  ∑ m, ∑ n, (p m + p n) * ‖c m n‖ ^ 2 * (E n - E m) ^ k

/-- The Lehmann form of the fermionic Green's function of `A` and `c†` at complex frequency `z`,
for `z` different from all transition energies `E n - E m`. -/
def green (E p : ι → ℝ) (A c : Matrix ι ι ℂ) (z : ℂ) : ℂ :=
  ∑ m, ∑ n, ((p m : ℂ) + p n) * A m n * star (c m n) / (z - ((E n : ℂ) - E m))

/-- Taking the commutator with the Hamiltonian `k` times multiplies each matrix element
by the `k`-th power of its transition energy. -/
theorem liouville_iterate_apply (E : ι → ℝ) (c : Matrix ι ι ℂ) (k : ℕ) (m n : ι) :
    ((liouville E)^[k] c) m n = c m n * ((E n : ℂ) - E m) ^ k := by
  induction k with
  | zero => simp
  | succ k ih =>
    rw [Function.iterate_succ_apply', liouville, Matrix.sub_apply, ham,
      Matrix.mul_diagonal, Matrix.diagonal_mul, ih]
    ring

/-- The average of the anticommutator of `A` and `c†` is a sum over transitions with
weights `p m + p n`. -/
theorem anticommAvg_eq_sum (p : ι → ℝ) (A c : Matrix ι ι ℂ) :
    anticommAvg p A cᴴ = ∑ m, ∑ n, ((p m : ℂ) + p n) * A m n * star (c m n) := by
  simp only [anticommAvg, Matrix.trace, Matrix.diag_apply, Matrix.diagonal_mul]
  simp only [Matrix.add_apply, Matrix.mul_apply, Matrix.conjTranspose_apply, mul_add, add_mul,
    Finset.sum_add_distrib, Finset.mul_sum]
  congr 1
  · exact Finset.sum_congr rfl fun m _ => Finset.sum_congr rfl fun n _ => by ring
  · -- in the second ordering the two state labels trade places
    rw [Finset.sum_comm]
    exact Finset.sum_congr rfl fun m _ => Finset.sum_congr rfl fun n _ => by ring

/-- The `k`-th spectral moment of `c` is the average of the anticommutator of `c†` with the
`k`-fold nested commutator of `c` with the Hamiltonian. -/
theorem moment_eq_nested_commutator (E p : ι → ℝ) (c : Matrix ι ι ℂ) (k : ℕ) :
    (moment E p c k : ℂ) = anticommAvg p ((liouville E)^[k] c) cᴴ := by
  rw [anticommAvg_eq_sum, moment]
  push_cast
  refine Finset.sum_congr rfl fun m _ => Finset.sum_congr rfl fun n _ => ?_
  have h : c m n * star (c m n) = (‖c m n‖ : ℂ) ^ 2 := by
    rw [Complex.star_def, Complex.mul_conj, Complex.normSq_eq_norm_sq, Complex.ofReal_pow]
  rw [liouville_iterate_apply]
  linear_combination (-((p m : ℂ) + p n) * ((E n : ℂ) - E m) ^ k) * h

/-- Nested commutators may be shared between the two operators: `j + k` commutators on `c`
give the same average as `j` on `c` and `k` on the operator whose adjoint is taken. -/
theorem anticommAvg_split (E p : ι → ℝ) (c : Matrix ι ι ℂ) (j k : ℕ) :
    anticommAvg p ((liouville E)^[j + k] c) cᴴ =
      anticommAvg p ((liouville E)^[j] c) ((liouville E)^[k] c)ᴴ := by
  rw [anticommAvg_eq_sum, anticommAvg_eq_sum]
  refine Finset.sum_congr rfl fun m _ => Finset.sum_congr rfl fun n _ => ?_
  simp only [liouville_iterate_apply, Complex.star_def, map_mul, map_pow, map_sub,
    Complex.conj_ofReal]
  ring

/-- Equation of motion: away from the transition energies, `z` times the Green's function of `A`
is the averaged anticommutator plus the Green's function of the commutator `L(A)`. -/
theorem green_equation_of_motion (E p : ι → ℝ) (A c : Matrix ι ι ℂ) {z : ℂ}
    (hz : ∀ m n, z ≠ (E n : ℂ) - E m) :
    z * green E p A c z = anticommAvg p A cᴴ + green E p (liouville E A) c z := by
  rw [anticommAvg_eq_sum]
  simp only [green, Finset.mul_sum, ← Finset.sum_add_distrib]
  refine Finset.sum_congr rfl fun m _ => Finset.sum_congr rfl fun n _ => ?_
  have hL := liouville_iterate_apply E A 1 m n
  rw [Function.iterate_one, pow_one] at hL
  have h : (z - ((E n : ℂ) - E m)) * (z - ((E n : ℂ) - E m))⁻¹ = 1 :=
    mul_inv_cancel₀ (sub_ne_zero.2 (hz m n))
  rw [hL]
  linear_combination (((p m : ℂ) + p n) * A m n * star (c m n)) * h

/-- High-frequency expansion with exact remainder: for nonzero `z` away from the transition
energies, the first `K` moments are the coefficients of inverse powers of `z`, and the rest is
the Green's function of the `K`-fold commutator divided by `z ^ K`. -/
theorem green_expansion (E p : ι → ℝ) (c : Matrix ι ι ℂ) {z : ℂ}
    (hz : ∀ m n, z ≠ (E n : ℂ) - E m) (h0 : z ≠ 0) (K : ℕ) :
    green E p c c z = ∑ k ∈ Finset.range K, (moment E p c k : ℂ) / z ^ (k + 1)
      + green E p ((liouville E)^[K] c) c z / z ^ K := by
  induction K with
  | zero => simp
  | succ K ih =>
    -- one more use of the equation of motion releases one more moment
    have e := green_equation_of_motion E p ((liouville E)^[K] c) c hz
    have hs : liouville E ((liouville E)^[K] c) = (liouville E)^[K + 1] c :=
      (Function.iterate_succ_apply' (liouville E) K c).symm
    rw [← moment_eq_nested_commutator, hs] at e
    have key : green E p ((liouville E)^[K] c) c z / z ^ K =
        (moment E p c K : ℂ) / z ^ (K + 1)
          + green E p ((liouville E)^[K + 1] c) c z / z ^ (K + 1) := by
      rw [← add_div, ← e, pow_succ', mul_div_mul_left _ _ h0]
    rw [Finset.sum_range_succ]
    linear_combination ih + key

/-- The `K`-th moment is read off from the high-frequency tail: subtract the first `K` terms of
the expansion from the Green's function, multiply by `z ^ (K + 1)`, and let `|z|` grow without
bound in the complex plane. -/
theorem moment_from_tail (E p : ι → ℝ) (c : Matrix ι ι ℂ) (K : ℕ) :
    Tendsto (fun z : ℂ => z ^ (K + 1) * (green E p c c z
      - ∑ k ∈ Finset.range K, (moment E p c k : ℂ) / z ^ (k + 1)))
      (cobounded ℂ) (𝓝 (moment E p c K : ℂ)) := by
  -- a single pole of residue `x` behaves as `x / z` far away
  have pole : ∀ x w : ℂ, Tendsto (fun z : ℂ => z * (x / (z - w))) (cobounded ℂ) (𝓝 x) := by
    intro x w
    have hinv : Tendsto (fun z : ℂ => z⁻¹) (cobounded ℂ) (𝓝 0) := tendsto_inv₀_cobounded
    have h1 : Tendsto (fun z : ℂ => x / (1 - w * z⁻¹)) (cobounded ℂ) (𝓝 (x / (1 - w * 0))) :=
      tendsto_const_nhds.div (tendsto_const_nhds.sub (hinv.const_mul w)) (by simp)
    rw [mul_zero, sub_zero, div_one] at h1
    refine h1.congr' ?_
    filter_upwards [eventually_ne_cobounded (0 : ℂ)] with z hz
    have hfac : z - w = z * (1 - w * z⁻¹) := by field_simp
    rw [hfac, ← mul_div_assoc, mul_div_mul_left _ _ hz]
  have lim : Tendsto (fun z : ℂ => z * green E p ((liouville E)^[K] c) c z)
      (cobounded ℂ) (𝓝 (moment E p c K : ℂ)) := by
    rw [moment_eq_nested_commutator, anticommAvg_eq_sum]
    simp only [green, Finset.mul_sum]
    exact tendsto_finsetSum _ fun m _ => tendsto_finsetSum _ fun n _ => pole _ _
  have hne : ∀ᶠ z : ℂ in cobounded ℂ, ∀ m n, z ≠ (E n : ℂ) - E m :=
    eventually_all.2 fun m => eventually_all.2 fun n => eventually_ne_cobounded _
  refine lim.congr' ?_
  filter_upwards [hne, eventually_ne_cobounded (0 : ℂ)] with z hz h0
  rw [green_expansion E p c hz h0 K, add_sub_cancel_left, pow_succ]
  field_simp

/-- Spectral sum rule: if `c` and `c†` have anticommutator one and the weights of the state sum
to one, the zeroth moment is one. -/
theorem moment_zero_of_fermion (E p : ι → ℝ) (c : Matrix ι ι ℂ)
    (hc : c * cᴴ + cᴴ * c = 1) (hp : ∑ n, p n = 1) : moment E p c 0 = 1 := by
  have h := moment_eq_nested_commutator E p c 0
  have hp' : ∑ n, (p n : ℂ) = 1 := by exact_mod_cast hp
  simp only [Function.iterate_zero, id_eq, anticommAvg, hc, mul_one,
    Matrix.trace_diagonal] at h
  rw [hp'] at h
  exact_mod_cast h

/-- The annihilation operator of a single fermionic level, with weights `1 - f` for the empty and
`f` for the filled level, meets both conditions of the spectral sum rule. -/
theorem moment_zero_of_fermion_witness (f : ℝ) :
    (!![0, 1; 0, 0] : Matrix (Fin 2) (Fin 2) ℂ) * (!![0, 1; 0, 0])ᴴ
      + (!![0, 1; 0, 0])ᴴ * !![0, 1; 0, 0] = 1 ∧
    ∑ n, (![1 - f, f] : Fin 2 → ℝ) n = 1 := by
  constructor
  · ext i j
    simp only [Matrix.add_apply, Matrix.mul_apply, Matrix.conjTranspose_apply, Fin.sum_univ_two]
    fin_cases i <;> fin_cases j <;> simp
  · simp [Fin.sum_univ_succ]

end

end HighFrequencyMoments
```

```lean
#print axioms HighFrequencyMoments.moment_eq_nested_commutator
#print axioms HighFrequencyMoments.anticommAvg_split
#print axioms HighFrequencyMoments.moment_from_tail
#print axioms HighFrequencyMoments.moment_zero_of_fermion
```

```
'HighFrequencyMoments.moment_eq_nested_commutator' depends on axioms: [propext, Classical.choice, Quot.sound]
'HighFrequencyMoments.anticommAvg_split' depends on axioms: [propext, Classical.choice, Quot.sound]
'HighFrequencyMoments.moment_from_tail' depends on axioms: [propext, Classical.choice, Quot.sound]
'HighFrequencyMoments.moment_zero_of_fermion' depends on axioms: [propext, Classical.choice, Quot.sound]
```

## What is proved, and for which models

The finite type `ι` labels eigenstates; `ham`, `liouville` and `green` are \(H\), \(L\) and \(G_A\), and `cᴴ` is \(c^\dagger\). `anticommAvg` is the trace with \(\rho\). Since `moment` is real, `moment_eq_nested_commutator` also shows that the trace is real.

`liouville_iterate_apply` supplies the powers of \(\omega_{mn}\), and `anticommAvg_eq_sum` exchanges the labels through `Finset.sum_comm`. `anticommAvg_split` shares the commutators. In `green_equation_of_motion`, the hypothesis `hz` keeps \(z\) off every transition energy, and `green_expansion` iterates the result by induction. `moment_from_tail` takes the limit pole by pole; `cobounded ℂ` means \(|z|\to\infty\) in any direction.

The induction in `liouville_iterate_apply` turns on `Function.iterate_succ_apply'`. Lean defines `f^[k+1] x` as `f^[k] (f x)`, with the new application innermost. The primed lemma rewrites it as `f (f^[k] x)`, so the induction hypothesis for the fixed operator `c` applies directly. `green_expansion` uses the same lemma to identify its next remainder.

The weights need not be thermal, positive or normalised; only `moment_zero_of_fermion` assumes normalisation and the fermionic anticommutator. `moment_zero_of_fermion_witness` confirms both conditions for the single level.

The model assumes a finite space and a state diagonal in the energy eigenbasis. The Lehmann form is taken as the definition, not derived from a time-dependent correlation function. Nothing here bounds rounding error, which matters when moments are extracted from numerical data: the factor \(z^{K+1}\) amplifies errors left by the subtraction.
